# $H^n$ as a binomial average of Chebyshev blocks, with a truncation bound when the blocks have norm at most one

**Question.** Let $T_m$ be the Chebyshev polynomials, with $T_0=1$, $T_1=x$, $T_{m+1}=2xT_m-T_{m-1}$ for every integer $m$, so that $T_{-m}=T_m$. Let $H$ be a Hamiltonian rescaled to have its spectrum in $[-1,1]$. When the block encoding has exactly this rescaled $H$ as its block, $m$ steps of the qubitisation walk give the block $T_m(H)$. I understand that
$$H^n=\sum_{k=0}^n w_k\,T_{|n-2k|}(H),\qquad w_k=2^{-n}\binom nk,$$
is a convex combination, and that orders up to about $\sqrt n$ suffice at fixed accuracy. Can both claims be made rigorous and machine-checked?

**Answer.** Yes, with the truncation claim resting on the hypothesis $\|T_m(H)\|\le1$ for all $m$.

## From one factor of $2x$ to the binomial weights

The recurrence reads $2xT_m=T_{m+1}+T_{m-1}$: each factor $2x$ moves the order up or down by one. By induction on $n$, for every integer $m$,
$$(2x)^nT_m=\sum_{k=0}^n\binom nk T_{m+n-2k}.$$
The case $n=0$ is trivial. For the step,
$$(2x)^{n+1}T_m=(2x)^n(T_{m+1}+T_{m-1})=\sum_{k=0}^n\binom nk\left[T_{m+n+1-2k}+T_{m+n+1-2(k+1)}\right],$$
and Pascal's rule collects the terms. Setting $m=0$, dividing by $2^n$ and substituting $H$ gives the expansion. The weights are nonnegative and sum to $(1+1)^n/2^n=1$.

For $n=4$ this is $x^4=\tfrac18(T_4+4T_2+3T_0)$. Keeping orders up to $2$ discards $T_4/8$, an error of at most $1/8$ on $[-1,1]$, attained at $x=1$. With $d=2$ the general bound below gives only $2e^{-1/2}\approx1.21$, which is more than the total weight $1$. That bound is informative only when $d^2>2n\log2$, which for large $n$ still allows $d$ to be much smaller than $n$.

## Why orders near $\sqrt n$ suffice

For real $t$, the binomial theorem gives
$$\sum_k w_k e^{t(n-2k)}=\cosh^n t\le e^{nt^2/2},$$
where $\cosh t\le e^{t^2/2}$ follows by comparing power series, since $(2j)!\ge2^jj!$. If $|n-2k|>d$ and $t\ge0$, then $e^{td}\le e^{t(n-2k)}+e^{-t(n-2k)}$. Hence
$$\sum_{|n-2k|>d}w_k\le2e^{nt^2/2-td}.$$
For $n>0$, choose $t=d/n$ to get $2e^{-d^2/(2n)}$, which is at most $\varepsilon$ when $d^2\ge2n\log(2/\varepsilon)$. For $n=0$ nothing is discarded. By the triangle inequality and $\|T_m(H)\|\le1$, the discarded weight bounds the error in $H^n$.

The exact expansion uses walks of up to $n$ steps. For such rescaled Hamiltonians and $0<\varepsilon<2$, walks of up to about $\sqrt{2n\log(2/\varepsilon)}$ steps suffice for error $\varepsilon$, which is a saving once $n$ is well above $2\log(2/\varepsilon)$.

## What the Lean objects stand for

`walkOrder n k` is $|n-2k|$, `weight n k` is $w_k$, and `block H m` is $T_m(H)$. `truncatedPower H n d` keeps the terms of order at most $d$.

`power_eq_convex_combination` holds in any real algebra, matrices included, with no spectral condition. `truncation_error_le` needs a normed algebra and the hypothesis `hH`, which says that every block is a contraction, as a block of a unitary walk must be in operator norm. At $m=0$ it requires $\|1\|\le1$, which excludes the Frobenius norm beyond dimension one.

`block_norm_le_one_witness` derives `hH` for finitely many energies in $[-1,1]$, treated as a diagonal Hamiltonian with the maximum norm. A Hermitian matrix with spectrum in $[-1,1]$ satisfies `hH` in the operator norm by unitary diagonalisation, a step not formalised here. `monomial_approximation` is the scalar case. The walk operator, its circuit and the cost of combining blocks are not modelled; the link from walk steps to `block` is physical input.

```lean
import Mathlib

open Polynomial

namespace ChebyshevPowerExpansion

noncomputable section

/-- The order `|n - 2k|` of the Chebyshev block that accompanies the `k`-th binomial weight. -/
def walkOrder (n k : ℕ) : ℕ := ((n : ℤ) - 2 * (k : ℤ)).natAbs

/-- The binomial weight `C(n,k) / 2^n`. -/
def weight (n k : ℕ) : ℝ := (n.choose k : ℝ) / 2 ^ n

/-- The Chebyshev block `T_m(H)` of a Hamiltonian `H`. -/
def block {A : Type*} [Ring A] [Algebra ℝ A] (H : A) (m : ℕ) : A :=
  aeval H (Chebyshev.T ℝ (m : ℤ))

/-- The binomial combination of Chebyshev blocks for `H^n`, keeping only orders at most `d`. -/
def truncatedPower {A : Type*} [Ring A] [Algebra ℝ A] (H : A) (n d : ℕ) : A :=
  ∑ k ∈ (Finset.range (n + 1)).filter (fun k => walkOrder n k ≤ d),
    weight n k • block H (walkOrder n k)

/-- Pascal's rule for binomial sums: a sum with `n + 1` steps splits according to one step. -/
theorem pascal_sum {R : Type*} [CommRing R] (f : ℕ → R) (n : ℕ) :
    ∑ k ∈ Finset.range (n + 1 + 1), ((n + 1).choose k : R) * f k =
      ∑ k ∈ Finset.range (n + 1), (n.choose k : R) * f k +
        ∑ k ∈ Finset.range (n + 1), (n.choose k : R) * f (k + 1) := by
  have h1 := Finset.sum_range_succ' (fun k => (n.choose k : R) * f k) (n + 1)
  have h2 := Finset.sum_range_succ (fun k => (n.choose k : R) * f k) (n + 1)
  simp only [Nat.choose_succ_self, Nat.cast_zero, zero_mul, add_zero,
    Nat.choose_zero_right, Nat.cast_one, one_mul] at h1 h2
  rw [Finset.sum_range_succ']
  simp only [Nat.choose_succ_succ', Nat.cast_add, add_mul, Finset.sum_add_distrib,
    Nat.choose_zero_right, Nat.cast_one, one_mul]
  linear_combination h2 - h1

/-- Multiplying `T_m` by `(2X)^n` spreads it over the orders `m + n - 2k` with binomial
coefficients, over any commutative ring and for any integer `m`. -/
theorem two_X_pow_mul_T (R : Type*) [CommRing R] (n : ℕ) (m : ℤ) :
    (2 * X : R[X]) ^ n * Chebyshev.T R m =
      ∑ k ∈ Finset.range (n + 1),
        (n.choose k : R[X]) * Chebyshev.T R (m + ((n : ℤ) - 2 * (k : ℤ))) := by
  induction n generalizing m with
  | zero => simp
  | succ n ih =>
    -- one factor 2X moves the order up or down by one
    have hrec : 2 * X * Chebyshev.T R m = Chebyshev.T R (m + 1) + Chebyshev.T R (m - 1) := by
      have h := Chebyshev.T_add_two R (m - 1)
      rw [show m - 1 + 2 = m + 1 by ring, show m - 1 + 1 = m by ring] at h
      rw [h]
      ring
    rw [pow_succ, mul_assoc, hrec, mul_add, ih (m + 1), ih (m - 1)]
    refine Eq.trans ?_ (pascal_sum
      (fun k => Chebyshev.T R (m + (((n + 1 : ℕ) : ℤ) - 2 * (k : ℤ)))) n).symm
    refine congrArg₂ (· + ·) ?_ ?_
    · refine Finset.sum_congr rfl fun k _ => ?_
      refine congrArg (fun z => (n.choose k : R[X]) * Chebyshev.T R z) ?_
      push_cast
      ring
    · refine Finset.sum_congr rfl fun k _ => ?_
      refine congrArg (fun z => (n.choose k : R[X]) * Chebyshev.T R z) ?_
      push_cast
      ring

/-- The monomial `X^n` is the sum of the Chebyshev polynomials `T_|n-2k|` with weights
`C(n,k) / 2^n`. -/
theorem X_pow_eq_sum_T (n : ℕ) :
    (X : ℝ[X]) ^ n =
      ∑ k ∈ Finset.range (n + 1), weight n k • Chebyshev.T ℝ (walkOrder n k : ℤ) := by
  have h := two_X_pow_mul_T ℝ n 0
  simp only [Chebyshev.T_zero, mul_one, zero_add] at h
  have h2 : (X : ℝ[X]) ^ n = ((2 : ℝ) ^ n)⁻¹ • (2 * X : ℝ[X]) ^ n := by
    have hC : (2 : ℝ[X]) ^ n = C ((2 : ℝ) ^ n) := by rw [map_pow, map_ofNat]
    rw [mul_pow, hC, smul_eq_C_mul, ← mul_assoc, ← C_mul,
      inv_mul_cancel₀ (by positivity), C_1, one_mul]
  rw [h2, h, Finset.smul_sum]
  refine Finset.sum_congr rfl fun k _ => ?_
  rw [walkOrder, Chebyshev.T_natAbs, weight, div_eq_inv_mul, mul_smul,
    Nat.cast_smul_eq_nsmul, nsmul_eq_mul]

/-- Every power `H^n` of a Hamiltonian is a convex combination of its Chebyshev blocks
`T_|n-2k|(H)`: the weights are nonnegative and sum to one. -/
theorem power_eq_convex_combination {A : Type*} [Ring A] [Algebra ℝ A] (H : A) (n : ℕ) :
    (∀ k, 0 ≤ weight n k) ∧ ∑ k ∈ Finset.range (n + 1), weight n k = 1 ∧
      H ^ n = ∑ k ∈ Finset.range (n + 1), weight n k • block H (walkOrder n k) := by
  refine ⟨fun k => by unfold weight; positivity, ?_, ?_⟩
  · have h : ∑ k ∈ Finset.range (n + 1), (n.choose k : ℝ) = 2 ^ n := by
      exact_mod_cast Nat.sum_range_choose n
    simp only [weight]
    rw [← Finset.sum_div, h, div_self (by positivity)]
  · have h := congrArg (aeval H) (X_pow_eq_sum_T n)
    simpa only [block, map_pow, aeval_X, map_sum, map_smul] using h

/-- The exponential moment of the signed order `n - 2k` under the binomial weights is
`cosh(t)^n`. -/
theorem weight_moment (n : ℕ) (t : ℝ) :
    ∑ k ∈ Finset.range (n + 1), weight n k * Real.exp (t * ((n : ℝ) - 2 * k)) =
      Real.cosh t ^ n := by
  rw [Real.cosh_eq, add_comm (Real.exp t), div_pow, add_pow, Finset.sum_div]
  refine Finset.sum_congr rfl fun k hk => ?_
  have hkn : k ≤ n := Nat.lt_succ_iff.mp (Finset.mem_range.mp hk)
  have he : Real.exp (t * ((n : ℝ) - 2 * k)) = Real.exp (-t) ^ k * Real.exp t ^ (n - k) := by
    rw [← Real.exp_nat_mul, ← Real.exp_nat_mul, ← Real.exp_add, Nat.cast_sub hkn]
    congr 1
    ring
  rw [he, weight]
  ring

/-- Chernoff bound: the total weight of the blocks of order above `d` is at most
`2 exp(n t²/2 - t d)` for every `t ≥ 0`. -/
theorem tail_weight_le (n d : ℕ) (t : ℝ) (ht : 0 ≤ t) :
    ∑ k ∈ (Finset.range (n + 1)).filter (fun k => ¬ walkOrder n k ≤ d), weight n k ≤
      2 * Real.exp (n * t ^ 2 / 2 - t * d) := by
  have hw : ∀ k, 0 ≤ weight n k := (power_eq_convex_combination (0 : ℝ) n).1
  have hcosh : Real.cosh t ^ n ≤ Real.exp (n * t ^ 2 / 2) := by
    calc Real.cosh t ^ n ≤ Real.exp (t ^ 2 / 2) ^ n :=
          pow_le_pow_left₀ (Real.cosh_pos t).le (Real.cosh_le_exp_half_sq t) n
      _ = Real.exp (n * t ^ 2 / 2) := by
          rw [← Real.exp_nat_mul]
          congr 1
          ring
  -- on the tail, exp(t d) is at most one of the two exponentials exp(± t (n - 2k))
  have hterm : ∀ k, ¬ walkOrder n k ≤ d → weight n k * Real.exp (t * d) ≤
      weight n k * Real.exp (t * ((n : ℝ) - 2 * k)) +
        weight n k * Real.exp (-t * ((n : ℝ) - 2 * k)) := by
    intro k hk
    have hc : (walkOrder n k : ℝ) = |(n : ℝ) - 2 * k| := by
      simp [walkOrder, Nat.cast_natAbs]
    have hd : (d : ℝ) ≤ |(n : ℝ) - 2 * k| := by
      rw [← hc]
      exact_mod_cast (not_le.mp hk).le
    rw [← mul_add]
    refine mul_le_mul_of_nonneg_left ?_ (hw k)
    rcases le_abs.mp hd with h | h
    · have h1 := Real.exp_le_exp.mpr (mul_le_mul_of_nonneg_left h ht)
      linarith [Real.exp_pos (-t * ((n : ℝ) - 2 * k))]
    · have h1 : Real.exp (t * d) ≤ Real.exp (-t * ((n : ℝ) - 2 * k)) :=
        Real.exp_le_exp.mpr (by nlinarith [mul_le_mul_of_nonneg_left h ht])
      linarith [Real.exp_pos (t * ((n : ℝ) - 2 * k))]
  rw [Real.exp_sub, ← mul_div_assoc, le_div_iff₀ (Real.exp_pos _), Finset.sum_mul]
  calc _ ≤ ∑ k ∈ (Finset.range (n + 1)).filter (fun k => ¬ walkOrder n k ≤ d),
        (weight n k * Real.exp (t * ((n : ℝ) - 2 * k)) +
          weight n k * Real.exp (-t * ((n : ℝ) - 2 * k))) :=
        Finset.sum_le_sum fun k hk => hterm k (Finset.mem_filter.mp hk).2
    _ ≤ ∑ k ∈ Finset.range (n + 1), (weight n k * Real.exp (t * ((n : ℝ) - 2 * k)) +
          weight n k * Real.exp (-t * ((n : ℝ) - 2 * k))) :=
        Finset.sum_le_sum_of_subset_of_nonneg (Finset.filter_subset _ _) fun k _ _ =>
          add_nonneg (mul_nonneg (hw k) (Real.exp_pos _).le)
            (mul_nonneg (hw k) (Real.exp_pos _).le)
    _ ≤ 2 * Real.exp (n * t ^ 2 / 2) := by
        rw [Finset.sum_add_distrib, weight_moment, weight_moment, Real.cosh_neg]
        linarith

/-- If all Chebyshev blocks of `H` have norm at most one and `d² ≥ 2 n log(2/ε)`, the blocks of
order at most `d` reproduce `H^n` within `ε`. -/
theorem truncation_error_le {A : Type*} [NormedRing A] [NormedAlgebra ℝ A] (H : A)
    (hH : ∀ m, ‖block H m‖ ≤ 1) (n d : ℕ) (ε : ℝ) (hε : 0 < ε)
    (hd : 2 * n * Real.log (2 / ε) ≤ (d : ℝ) ^ 2) :
    ‖H ^ n - truncatedPower H n d‖ ≤ ε := by
  obtain ⟨hw, -, hpow⟩ := power_eq_convex_combination H n
  -- the error is the weighted sum of the discarded blocks
  have hsplit : H ^ n - truncatedPower H n d =
      ∑ k ∈ (Finset.range (n + 1)).filter (fun k => ¬ walkOrder n k ≤ d),
        weight n k • block H (walkOrder n k) := by
    rw [hpow, truncatedPower, sub_eq_iff_eq_add', Finset.sum_filter_add_sum_filter_not]
  rw [hsplit]
  refine (norm_sum_le _ _).trans ((Finset.sum_le_sum fun k _ => ?_).trans
    (?_ : ∑ k ∈ (Finset.range (n + 1)).filter (fun k => ¬ walkOrder n k ≤ d),
      weight n k ≤ ε))
  · rw [norm_smul, Real.norm_eq_abs, abs_of_nonneg (hw k)]
    exact mul_le_of_le_one_right (hw k) (hH _)
  · rcases Nat.eq_zero_or_pos n with rfl | hn
    · simpa [Finset.sum_filter, walkOrder] using hε.le
    · have hn' : (0 : ℝ) < n := by exact_mod_cast hn
      -- the optimal Chernoff parameter is t = d / n
      refine (tail_weight_le n d (d / n) (by positivity)).trans ?_
      have he : (n : ℝ) * ((d : ℝ) / n) ^ 2 / 2 - (d : ℝ) / n * d =
          -((d : ℝ) ^ 2 / (2 * n)) := by
        field_simp
        ring
      have hl : Real.log (2 / ε) ≤ (d : ℝ) ^ 2 / (2 * n) := by
        rw [le_div_iff₀ (by positivity)]
        linarith
      calc 2 * Real.exp ((n : ℝ) * ((d : ℝ) / n) ^ 2 / 2 - (d : ℝ) / n * d)
          ≤ 2 * Real.exp (-Real.log (2 / ε)) := by
            rw [he]
            gcongr
        _ = ε := by
            rw [Real.exp_neg, Real.exp_log (by positivity)]
            field_simp

/-- For an energy `x` in `[-1, 1]` every Chebyshev block has absolute value at most one. -/
theorem abs_block_le_one (x : ℝ) (hx : |x| ≤ 1) (m : ℕ) : |block x m| ≤ 1 := by
  obtain ⟨h1, h2⟩ := abs_le.mp hx
  rw [block, coe_aeval_eq_eval, ← Real.cos_arccos h1 h2, Chebyshev.T_real_cos]
  exact Real.abs_cos_le_one _

/-- A diagonal Hamiltonian with energies `E i` in `[-1, 1]` has all its Chebyshev blocks of norm
at most one. -/
theorem block_norm_le_one_witness {ι : Type*} [Fintype ι] (E : ι → ℝ)
    (hE : ∀ i, |E i| ≤ 1) (m : ℕ) : ‖block E m‖ ≤ 1 := by
  rw [pi_norm_le_iff_of_nonneg zero_le_one]
  intro i
  have h : block E m i = block (E i) m :=
    (aeval_algHom_apply (Pi.evalAlgHom ℝ (fun _ : ι => ℝ) i) E _).symm
  rw [h, Real.norm_eq_abs]
  exact abs_block_le_one (E i) (hE i) m

/-- On the whole interval `[-1, 1]` the monomial `x^n` is approximated within `ε` by its Chebyshev
terms of order at most `d`, once `d² ≥ 2 n log(2/ε)`. -/
theorem monomial_approximation (n d : ℕ) (ε : ℝ) (hε : 0 < ε)
    (hd : 2 * n * Real.log (2 / ε) ≤ (d : ℝ) ^ 2) (x : ℝ) (hx : |x| ≤ 1) :
    |x ^ n - truncatedPower x n d| ≤ ε :=
  truncation_error_le x (abs_block_le_one x hx) n d ε hε hd

end

end ChebyshevPowerExpansion
```

```lean
#print axioms ChebyshevPowerExpansion.abs_block_le_one
#print axioms ChebyshevPowerExpansion.monomial_approximation
```

```
'ChebyshevPowerExpansion.abs_block_le_one' depends on axioms: [propext, Classical.choice, Quot.sound]
'ChebyshevPowerExpansion.monomial_approximation' depends on axioms: [propext, Classical.choice, Quot.sound]
```

## How the proof follows the calculation

`pascal_sum` splits the binomial sum, and `two_X_pow_mul_T` is the induction, with `generalizing m` because the step uses orders $m\pm1$. `X_pow_eq_sum_T` sets $m=0$ and replaces signed orders by absolute values; applying `aeval H` then substitutes the Hamiltonian.

`weight_moment` computes $\cosh^n t$. In `tail_weight_le`, `hterm` is the exponential comparison on the tail, after which the sum is enlarged to all $k$. In `truncation_error_le`, `hsplit` identifies the error with the discarded terms, and the case $n=0$ is treated separately before $t=d/n$ is inserted. `abs_block_le_one` uses $T_m(\cos\theta)=\cos m\theta$, and the diagonal case applies it to each energy.

The same induction by hand gives $(2x)^nU_m=\sum_k\binom nkU_{m+n-2k}$ for the Chebyshev polynomials of the second kind, which obey the same recurrence. There $U_{-j-2}=-U_j$, so negative orders enter with a minus sign.
